# In a shared orbital basis, a spin singlet has equal α and β density blocks and no mixed ones

Let $\psi$ be a many-electron state with $S_+\psi=0$ and $S_+^\dagger\psi=0$, and let $\gamma(p\sigma,q\tau)=\langle\psi,a^\dagger_{p\sigma}a_{q\tau}\psi\rangle$ be its one-particle density matrix, where $p,q$ label orbitals and $\sigma,\tau$ are spins α or β. Then for all orbitals $p,q$

$$\gamma(p\alpha,q\alpha)=\gamma(p\beta,q\beta),\qquad \gamma(p\alpha,q\beta)=\gamma(p\beta,q\alpha)=0 .$$

The two conditions say that the spin projection of $\psi$ can be neither raised nor lowered, which for a nonzero state means total spin zero. An electronic-structure program that works with such a state in a finite orthonormal basis common to both spins therefore needs to store only one spin block of $\gamma$. The state is not assumed to be a single determinant, so it may be correlated, and it need not have a definite particle number.

The state space is finite-dimensional, with an orthonormal basis indexed by `n`. Operators are complex matrices, and the conjugate transpose `ᴴ` is the adjoint. The type `ι` labels the spatial orbitals.

```lean
import Mathlib

open Matrix
open scoped ComplexOrder

namespace SingletDensityMatrix

variable {ι n : Type*} [Fintype n]
```

## Excitations, spin raising and the density matrix

A spin-orbital is a pair in `ι × Fin 2`, with spin label `0` for α and `1` for β. For spin-orbitals $p,q$, write

$$E(p,q)=a_p^\dagger a_q$$

for the operator that moves a particle from $q$ to $p$.

```lean
/-- The one-particle excitation operator `a_p† a_q`, moving a particle from spin-orbital `q`
to spin-orbital `p`. A spin-orbital is an orbital with a spin label, `0` for α and `1` for β. -/
def excitation (a : ι × Fin 2 → Matrix n n ℂ) (p q : ι × Fin 2) : Matrix n n ℂ :=
  (a p)ᴴ * a q
```

The raising operator turns β into α in each orbital, in units where $\hbar=1$:

$$S_+=\sum_r E(r\alpha,r\beta).$$

This is the physical spin operator only if $r\alpha$ and $r\beta$ have the same spatial function. Unrestricted orbitals, which differ between the spins, would bring overlap integrals into the sum and are not covered.

```lean
/-- The spin raising operator `S₊ = ∑ a†_(r,α) a_(r,β)`. -/
def spinRaise [Fintype ι] (a : ι × Fin 2 → Matrix n n ℂ) : Matrix n n ℂ :=
  ∑ r, excitation a (r, 0) (r, 1)
```

The density matrix is the expectation value $\gamma(p,q)=\langle\psi,E(p,q)\psi\rangle$, with the creation index first. The inner product is conjugate-linear in its first argument, hence the `star ψ`. The vector need not be normalised; for $\psi\neq0$, the usual density matrix is $\gamma/\langle\psi,\psi\rangle$, and the division affects neither the equality of blocks nor their vanishing.

```lean
/-- The one-particle density matrix `γ(p,q) = ⟨ψ, a_p† a_q ψ⟩`. -/
def density (a : ι × Fin 2 → Matrix n n ℂ) (ψ : n → ℂ) (p q : ι × Fin 2) : ℂ :=
  star ψ ⬝ᵥ (excitation a p q *ᵥ ψ)
```

Moving the creation operator to the left-hand side of the inner product gives

$$\gamma(p,q)=\langle a_p\psi,a_q\psi\rangle=\overline{\langle a_q\psi,a_p\psi\rangle}=\overline{\gamma(q,p)} .$$

So $\gamma$ is Hermitian, whatever the matrices $a_p$ are. In the proof, `gram` is the first equality and `key` is the conjugate symmetry of the inner product.

```lean
/-- The density matrix is Hermitian. -/
theorem density_hermitian (a : ι × Fin 2 → Matrix n n ℂ) (ψ : n → ℂ) (p q : ι × Fin 2) :
    density a ψ p q = star (density a ψ q p) := by
  have key : ∀ x y : n → ℂ, star x ⬝ᵥ y = star (star y ⬝ᵥ x) := by
    intro x y
    simp [dotProduct, mul_comm]
  -- the density matrix is a Gram matrix of the vectors `a_p ψ`
  have gram : ∀ p q, density a ψ p q = star (a p *ᵥ ψ) ⬝ᵥ (a q *ᵥ ψ) := by
    intro p q
    rw [density, excitation, Matrix.star_mulVec, ← Matrix.dotProduct_mulVec,
      Matrix.mulVec_mulVec]
  rw [gram, gram]
  exact key _ _
```

## Commutators with no expectation value

Suppose $T\psi=0$ and $T^\dagger\psi=0$. For any operator $X$,

$$\langle\psi,(TX-XT)\psi\rangle=\langle T^\dagger\psi,X\psi\rangle-\langle\psi,XT\psi\rangle=0-0 .$$

The first term vanishes by the condition on $T^\dagger$, the second by the condition on $T$. The intermediate statement `hl` is the first condition written for row vectors, $\psi^\dagger T=0$.

```lean
/-- If `T` and its adjoint both annihilate `ψ`, every commutator with `T` has zero
expectation value in `ψ`. -/
theorem expectation_commutator {T : Matrix n n ℂ} {ψ : n → ℂ} (hT : T *ᵥ ψ = 0)
    (hT' : Tᴴ *ᵥ ψ = 0) (X : Matrix n n ℂ) :
    star ψ ⬝ᵥ ((T * X - X * T) *ᵥ ψ) = 0 := by
  have hl : star ψ ᵥ* T = 0 := by
    have h := Matrix.star_mulVec Tᴴ ψ
    rw [hT', star_zero, Matrix.conjTranspose_conjTranspose] at h
    exact h.symm
  rw [Matrix.sub_mulVec, ← Matrix.mulVec_mulVec, ← Matrix.mulVec_mulVec, hT,
    Matrix.mulVec_zero, sub_zero, Matrix.dotProduct_mulVec, hl, zero_dotProduct]
```

With $T=S_+$, every operator of the form $[S_+,X]$ has zero expectation value in $\psi$. It remains to find the $X$ whose commutators are the wanted density-matrix elements.

## The algebra of excitations

The operators $a_p$ are assumed to satisfy

$$a_pa_q+a_qa_p=0,\qquad a_pa_q^\dagger+a_q^\dagger a_p=\delta_{pq} .$$

These relations express Fermi statistics, including the exclusion principle, for orthonormal spin-orbitals. The matrices may form any finite-dimensional representation of them. The relation for two creation operators is the adjoint of the first one and needs no separate assumption.

```lean
variable [DecidableEq n] [DecidableEq ι]

/-- The canonical anticommutation relations for annihilation operators `a_p` labelled by
orbital and spin. -/
structure IsCAR (a : ι × Fin 2 → Matrix n n ℂ) : Prop where
  anti : ∀ p q, a p * a q + a q * a p = 0
  mixed : ∀ p q, a p * (a q)ᴴ + (a q)ᴴ * a p = if p = q then 1 else 0
```

For spin-orbitals $r,s,p,q$, move $a_s$ past $a_p^\dagger$ in one product and $a_q$ past $a_r^\dagger$ in the other:

$$E(r,s)E(p,q)=\delta_{sp}\,a_r^\dagger a_q-a_r^\dagger a_p^\dagger a_sa_q,$$

$$E(p,q)E(r,s)=\delta_{qr}\,a_p^\dagger a_s-a_p^\dagger a_r^\dagger a_qa_s .$$

The two quartic terms are equal, because exchanging the creation operators and exchanging the annihilation operators each give a minus sign. Subtraction leaves

$$[E(r,s),E(p,q)]=\delta_{sp}E(r,q)-\delta_{qr}E(p,s) .$$

The hypotheses `h3` and `h4` are the two exchanges. In `key`, the Kronecker deltas are replaced by anticommutators, and `linear_combination` checks that what remains is a combination of `h3` and `h4`, with the order of the factors respected by `noncomm_ring`.

```lean
/-- The commutator of two one-particle excitations is again a combination of one-particle
excitations. -/
theorem excitation_commutator {a : ι × Fin 2 → Matrix n n ℂ} (h : IsCAR a)
    (r s p q : ι × Fin 2) :
    excitation a r s * excitation a p q - excitation a p q * excitation a r s =
      (if s = p then excitation a r q else 0) - (if q = r then excitation a p s else 0) := by
  have h3 := h.anti s q
  have h4 : (a r)ᴴ * (a p)ᴴ + (a p)ᴴ * (a r)ᴴ = 0 := by
    have := congrArg Matrix.conjTranspose (h.anti p r)
    simpa only [Matrix.conjTranspose_add, Matrix.conjTranspose_mul,
      Matrix.conjTranspose_zero] using this
  have key : (a r)ᴴ * a s * ((a p)ᴴ * a q) - (a p)ᴴ * a q * ((a r)ᴴ * a s) =
      (a r)ᴴ * (if s = p then 1 else 0) * a q - (a p)ᴴ * (if q = r then 1 else 0) * a s := by
    rw [← h.mixed s p, ← h.mixed q r]
    linear_combination (norm := noncomm_ring) (a p)ᴴ * (a r)ᴴ * h3 - h4 * (a s * a q)
  unfold excitation
  rw [key]
  split_ifs <;> simp
```

From here on $p$ and $q$ are orbitals, with the spin written separately. For a spin-lowering excitation,

$$[S_+,E(p\beta,q\alpha)]=\sum_r\bigl(\delta_{rp}E(r\alpha,q\alpha)-\delta_{qr}E(p\beta,r\beta)\bigr)=E(p\alpha,q\alpha)-E(p\beta,q\beta) .$$

The Lean proof brings the commutator inside the sum, applies the general formula to each term and lets `simp` evaluate the deltas.

```lean
variable [Fintype ι]

/-- Commuting `S₊` with a spin-lowering excitation gives the difference of the α-α and β-β
excitations. -/
theorem spinRaise_commutator_flip {a : ι × Fin 2 → Matrix n n ℂ} (h : IsCAR a) (p q : ι) :
    spinRaise a * excitation a (p, 1) (q, 0) - excitation a (p, 1) (q, 0) * spinRaise a =
      excitation a (p, 0) (q, 0) - excitation a (p, 1) (q, 1) := by
  rw [spinRaise, Finset.sum_mul, Finset.mul_sum, ← Finset.sum_sub_distrib]
  simp_rw [excitation_commutator h]
  simp [Finset.sum_sub_distrib]
```

For a β-β excitation, the second delta would compare $q\beta$ with $r\alpha$ and is always zero:

$$[S_+,E(p\beta,q\beta)]=\sum_r\delta_{rp}E(r\alpha,q\beta)=E(p\alpha,q\beta) .$$

```lean
/-- Commuting `S₊` with a β-β excitation gives the α-β excitation. -/
theorem spinRaise_commutator_beta {a : ι × Fin 2 → Matrix n n ℂ} (h : IsCAR a) (p q : ι) :
    spinRaise a * excitation a (p, 1) (q, 1) - excitation a (p, 1) (q, 1) * spinRaise a =
      excitation a (p, 0) (q, 1) := by
  rw [spinRaise, Finset.sum_mul, Finset.mul_sum, ← Finset.sum_sub_distrib]
  simp_rw [excitation_commutator h]
  simp
```

## The spin blocks of a singlet

Taking expectation values of the last two commutators in $\psi$ gives

$$0=\gamma(p\alpha,q\alpha)-\gamma(p\beta,q\beta),\qquad 0=\gamma(p\alpha,q\beta) .$$

The remaining block follows from Hermiticity: $\gamma(p\beta,q\alpha)=\overline{\gamma(q\alpha,p\beta)}=0$.

In `singlet_density`, `h` is the set of anticommutation relations, while `hS` and `hS'` are the two conditions on $\psi$. The conclusion lists the three equations for arbitrary orbitals `p` and `q`. The auxiliary statement `mixed` is proved for all pairs because the Hermiticity step uses it with the orbitals exchanged.

```lean
/-- A vector annihilated by `S₊` and by its adjoint has equal α-α and β-β density blocks, and
its α-β and β-α blocks vanish. -/
theorem singlet_density {a : ι × Fin 2 → Matrix n n ℂ} (h : IsCAR a) {ψ : n → ℂ}
    (hS : spinRaise a *ᵥ ψ = 0) (hS' : (spinRaise a)ᴴ *ᵥ ψ = 0) (p q : ι) :
    density a ψ (p, 0) (q, 0) = density a ψ (p, 1) (q, 1) ∧
      density a ψ (p, 0) (q, 1) = 0 ∧ density a ψ (p, 1) (q, 0) = 0 := by
  have mixed : ∀ p q, density a ψ (p, 0) (q, 1) = 0 := by
    intro p q
    have e := expectation_commutator hS hS' (excitation a (p, 1) (q, 1))
    rwa [spinRaise_commutator_beta h] at e
  refine ⟨?_, mixed p q, ?_⟩
  · have e := expectation_commutator hS hS' (excitation a (p, 1) (q, 0))
    rw [spinRaise_commutator_flip h, Matrix.sub_mulVec, dotProduct_sub] at e
    exact sub_eq_zero.1 e
  · rw [density_hermitian, mixed q p, star_zero]
```

The same argument extends by hand to transition density matrices. If $\varphi$ and $\psi$ are both annihilated by $S_+$ and $S_+^\dagger$, then $\langle\varphi,[S_+,X]\psi\rangle=\langle S_+^\dagger\varphi,X\psi\rangle-\langle\varphi,XS_+\psi\rangle=0$. Hence $\langle\varphi,E(p\sigma,q\tau)\psi\rangle$ also has equal α-α and β-β blocks and a vanishing α-β block. Exchanging $\varphi$ and $\psi$ and taking the complex conjugate removes the β-α block.

## From equal populations back to a singlet

Now assume only $S_+\psi=0$, together with equal total populations $N_\alpha=N_\beta$, where $N_\sigma=\sum_r\gamma(r\sigma,r\sigma)$. Since $S_+^\dagger=\sum_rE(r\beta,r\alpha)$, setting $q=p=r$ in the first spin commutator and summing over $r$ gives

$$[S_+,S_+^\dagger]=\sum_r\bigl(E(r\alpha,r\alpha)-E(r\beta,r\beta)\bigr) .$$

Therefore

$$\|S_+^\dagger\psi\|^2=\langle\psi,S_+S_+^\dagger\psi\rangle=\langle\psi,[S_+,S_+^\dagger]\psi\rangle+\langle\psi,S_+^\dagger S_+\psi\rangle=N_\alpha-N_\beta=0,$$

because $S_+\psi=0$ removes the second term. A vector of zero norm is zero, so $S_+^\dagger\psi=0$.

In the proof, `hadj` gives the adjoint, `hcomm` the commutator, and `hsum` takes the expectation value of a sum term by term. The closing rewrites follow the displayed chain, and `hN` supplies the equality of populations.

```lean
/-- If `S₊` annihilates `ψ` and the total α and β populations agree, then the adjoint of `S₊`
annihilates `ψ` too. -/
theorem lowering_eq_zero_of_populations {a : ι × Fin 2 → Matrix n n ℂ} (h : IsCAR a)
    {ψ : n → ℂ} (hS : spinRaise a *ᵥ ψ = 0)
    (hN : ∑ r, density a ψ (r, 0) (r, 0) = ∑ r, density a ψ (r, 1) (r, 1)) :
    (spinRaise a)ᴴ *ᵥ ψ = 0 := by
  have hadj : (spinRaise a)ᴴ = ∑ r, excitation a (r, 1) (r, 0) := by
    simp [spinRaise, excitation, Matrix.conjTranspose_sum, Matrix.conjTranspose_mul]
  -- the commutator of `S₊` with its adjoint is `N_α - N_β`
  have hcomm : spinRaise a * (spinRaise a)ᴴ - (spinRaise a)ᴴ * spinRaise a =
      ∑ r, (excitation a (r, 0) (r, 0) - excitation a (r, 1) (r, 1)) := by
    rw [hadj, Finset.mul_sum, Finset.sum_mul, ← Finset.sum_sub_distrib]
    exact Finset.sum_congr rfl fun r _ => spinRaise_commutator_flip h r r
  let f : Matrix n n ℂ →+ ℂ :=
    { toFun := fun M => star ψ ⬝ᵥ (M *ᵥ ψ)
      map_zero' := by simp
      map_add' := fun M N => by rw [Matrix.add_mulVec, dotProduct_add] }
  have hsum : ∀ F : ι → Matrix n n ℂ,
      star ψ ⬝ᵥ ((∑ r, F r) *ᵥ ψ) = ∑ r, star ψ ⬝ᵥ (F r *ᵥ ψ) :=
    fun F => map_sum f F Finset.univ
  -- hence the squared norm of the lowered vector is the population difference
  apply dotProduct_star_self_eq_zero.1
  rw [Matrix.star_mulVec, Matrix.conjTranspose_conjTranspose, ← Matrix.dotProduct_mulVec,
    Matrix.mulVec_mulVec, eq_add_of_sub_eq hcomm, Matrix.add_mulVec,
    ← Matrix.mulVec_mulVec, hS, Matrix.mulVec_zero, add_zero, hsum]
  simp only [Matrix.sub_mulVec, dotProduct_sub, Finset.sum_sub_distrib]
  exact sub_eq_zero.2 hN
```

Equal α-α and β-β blocks have equal traces, so they imply equal populations. Combined with the result for singlets, this gives, for every $\psi$ with $S_+\psi=0$,

$$S_+^\dagger\psi=0\iff\gamma(p\alpha,q\alpha)=\gamma(p\beta,q\beta)\ \text{for all }p,q .$$

The condition $S_+\psi=0$ is in force on both sides. Equal blocks alone do not identify a singlet: the triplet with zero spin projection, made of two electrons in two orbitals, has them too.

```lean
/-- For a vector annihilated by `S₊`, the adjoint of `S₊` annihilates it exactly when its α-α
and β-β density blocks are equal. -/
theorem singlet_iff_equal_blocks {a : ι × Fin 2 → Matrix n n ℂ} (h : IsCAR a)
    {ψ : n → ℂ} (hS : spinRaise a *ᵥ ψ = 0) :
    (spinRaise a)ᴴ *ᵥ ψ = 0 ↔
      ∀ p q, density a ψ (p, 0) (q, 0) = density a ψ (p, 1) (q, 1) :=
  ⟨fun hS' p q => (singlet_density h hS hS' p q).1,
    fun hb => lowering_eq_zero_of_populations h hS (Finset.sum_congr rfl fun r _ => hb r r)⟩
```

## One orbital, worked out

A single orbital has four basis states, in the order empty, α, β, doubly occupied: $|0\rangle,|\alpha\rangle,|\beta\rangle,|\alpha\beta\rangle$. With $|\alpha\beta\rangle=a_\alpha^\dagger a_\beta^\dagger|0\rangle$, the nonzero actions of the annihilation operators are

$$a_\alpha|\alpha\rangle=|0\rangle,\quad a_\alpha|\alpha\beta\rangle=|\beta\rangle,\quad a_\beta|\beta\rangle=|0\rangle,\quad a_\beta|\alpha\beta\rangle=-|\alpha\rangle .$$

The minus sign comes from moving $a_\beta$ past $a_\alpha^\dagger$. The one-element type `Unit` labels the orbital.

```lean
/-- Annihilation operators of a single orbital, in the basis empty, α, β, doubly occupied. -/
def oneOrbital (p : Unit × Fin 2) : Matrix (Fin 4) (Fin 4) ℂ :=
  if p.2 = 0 then !![0, 1, 0, 0; 0, 0, 0, 0; 0, 0, 0, 1; 0, 0, 0, 0]
  else !![0, 0, 1, 0; 0, 0, 0, -1; 0, 0, 0, 0; 0, 0, 0, 0]
```

In the doubly occupied state neither spin can be flipped, since the target spin-orbital is already filled:

$$S_+|\alpha\beta\rangle=-a_\alpha^\dagger|\alpha\rangle=0,\qquad S_+^\dagger|\alpha\beta\rangle=a_\beta^\dagger|\beta\rangle=0 .$$

Its α population is $\langle\beta|\beta\rangle=1$, so the hypotheses of `singlet_density` are met by a state with a nonzero density matrix. The proof also verifies the anticommutation relations, by running through the spin labels and all matrix entries.

```lean
/-- The one-orbital operators obey the anticommutation relations, and the doubly occupied state
is annihilated by `S₊` and its adjoint and has α population one. -/
theorem singlet_density_witness :
    IsCAR oneOrbital ∧ spinRaise oneOrbital *ᵥ ![0, 0, 0, 1] = 0 ∧
      (spinRaise oneOrbital)ᴴ *ᵥ ![0, 0, 0, 1] = 0 ∧
      density oneOrbital ![0, 0, 0, 1] ((), 0) ((), 0) = 1 := by
  refine ⟨⟨?_, ?_⟩, ?_, ?_, ?_⟩
  · rintro ⟨⟨⟩, s⟩ ⟨⟨⟩, t⟩
    fin_cases s <;> fin_cases t <;> ext k l <;> fin_cases k <;> fin_cases l <;>
      simp [oneOrbital]
  · rintro ⟨⟨⟩, s⟩ ⟨⟨⟩, t⟩
    fin_cases s <;> fin_cases t <;> ext k l <;> fin_cases k <;> fin_cases l <;>
      simp only [Matrix.add_apply, Matrix.mul_apply, Matrix.conjTranspose_apply,
        Fin.sum_univ_four] <;>
      simp [oneOrbital]
  · ext k
    fin_cases k <;> simp [spinRaise, excitation, oneOrbital, Matrix.mulVec, dotProduct,
      Matrix.mul_apply, Fin.sum_univ_four]
  · ext k
    fin_cases k <;> simp [spinRaise, excitation, oneOrbital, Matrix.mulVec, dotProduct,
      Matrix.mul_apply, Fin.sum_univ_four]
  · simp [density, excitation, oneOrbital, Matrix.mulVec, dotProduct, Matrix.mul_apply,
      Fin.sum_univ_four]
```

A single α electron shows what happens when only the first condition is imposed. There is no β electron to raise, so $S_+|\alpha\rangle=a_\alpha^\dagger a_\beta|\alpha\rangle=0$, but the populations are

$$\gamma(\alpha,\alpha)=1,\qquad\gamma(\beta,\beta)=0 .$$

The blocks differ, in keeping with $S_+^\dagger|\alpha\rangle=|\beta\rangle\neq0$. The three statements checked are the vanishing of $S_+|\alpha\rangle$ and the two populations, each by direct evaluation of the matrices.

```lean
/-- A single α electron is annihilated by `S₊`, yet its α population is one and its β
population is zero. -/
theorem single_electron_blocks_differ :
    spinRaise oneOrbital *ᵥ ![0, 1, 0, 0] = 0 ∧
      density oneOrbital ![0, 1, 0, 0] ((), 0) ((), 0) = 1 ∧
      density oneOrbital ![0, 1, 0, 0] ((), 1) ((), 1) = 0 := by
  refine ⟨?_, ?_, ?_⟩
  · ext k
    fin_cases k <;> simp [spinRaise, excitation, oneOrbital, Matrix.mulVec, dotProduct,
      Matrix.mul_apply, Fin.sum_univ_four]
  · simp [density, excitation, oneOrbital, Matrix.mulVec, dotProduct, Matrix.mul_apply,
      Fin.sum_univ_four]
  · simp [density, excitation, oneOrbital, Matrix.mulVec, dotProduct, Matrix.mul_apply,
      Fin.sum_univ_four]

end SingletDensityMatrix
```

```lean
#print axioms SingletDensityMatrix.singlet_iff_equal_blocks
#print axioms SingletDensityMatrix.single_electron_blocks_differ
```

```
'SingletDensityMatrix.singlet_iff_equal_blocks' depends on axioms: [propext, Classical.choice, Quot.sound]
'SingletDensityMatrix.single_electron_blocks_differ' depends on axioms: [propext, Classical.choice, Quot.sound]
```
